# The unitary map from Cartesian to spherical spin-1 matrices

## Definitions and conventions

Units are such that ħ = 1, and every operator is a complex 3×3 matrix. The Levi-Civita symbol ε_abc equals +1 when (a, b, c) is a cyclic order of (x, y, z), −1 when it is an anticyclic order, and 0 when an index repeats. The Cartesian angular momentum matrices are

    (L_k)_ab = −i ε_kab,    k, a, b ∈ {x, y, z}.

With r = 1/√2 and the basis ordered as m = +1, 0, −1, the standard spin-1 matrices, written row by row, are

    J_x = [0, r, 0; r, 0, r; 0, r, 0]
    J_y = [0, −ir, 0; ir, 0, −ir; 0, ir, 0]
    J_z = [1, 0, 0; 0, 0, 0; 0, 0, −1].

The spherical basis vectors are

    e₊ = −r (x̂ + i ŷ),    e₀ = ẑ,    e₋ = r (x̂ − i ŷ),

and U is the matrix with columns e₊, e₀, e₋. The adjoint is written U†, and n·A stands for Σ_k n_k A_k.

## The claim

The matrix U is unitary, and

    U† L_k U = J_k    for k = x, y, z.

It follows that U† (n·L) U = n·J for every vector n, and that

    U† exp(−iθ n·L) U = exp(−iθ n·J)

for real θ and real n. Conversely, a matrix V is unitary and satisfies V† L_k V = J_k for all three k exactly when V = cU with |c| = 1.

Within a single l = 1 shell, treated as a three-dimensional space with the radial factor left out, this is the change of basis between the real orbitals p_x, p_y, p_z and the eigenstates of L_z. For a term such as L·S, which also acts on spin, the change of basis is applied to the orbital indices only.

## Derivation by hand

Action of L. For vectors n and v, one exchange of indices gives

    ((n·L) v)_a = −i Σ ε_kab n_k v_b = i Σ ε_akb n_k v_b = i (n × v)_a.

Taking n along each axis in turn,

    L_x x̂ = 0,       L_x ŷ = i ẑ,     L_x ẑ = −i ŷ
    L_y x̂ = −i ẑ,    L_y ŷ = 0,       L_y ẑ = i x̂
    L_z x̂ = i ŷ,     L_z ŷ = −i x̂,    L_z ẑ = 0.

Unitarity. The entries of U†U are the inner products of the columns. With r² = 1/2,

    e₊†e₊ = r² (1 + 1) = 1,    e₋†e₋ = r² (1 + 1) = 1,    e₀†e₀ = 1
    e₊†e₋ = −r² (1·1 + (−i)(−i)) = −r² (1 − 1) = 0,

and e₀ is orthogonal to e₊ and e₋ because these have no z component. Hence U†U = 1, and for a square matrix this gives UU† = 1.

Intertwining. Column b of L_k U is L_k e_b, and column b of U J_k is Σ_a e_a (J_k)_ab, so the equation L_k U = U J_k amounts to nine vector equations. Two combinations are needed:

    e₊ + e₋ = −2ir ŷ,    e₋ − e₊ = 2r x̂.

For k = z,

    L_z e₊ = −r (i ŷ + x̂) = e₊,    L_z e₀ = 0,    L_z e₋ = r (i ŷ − x̂) = −e₋.

For k = x,

    L_x e₊ = −r·i·i ẑ = r e₀
    L_x e₀ = −i ŷ = r (e₊ + e₋)
    L_x e₋ = r·(−i)·i ẑ = r e₀.

For k = y,

    L_y e₊ = −r (−i ẑ) = ir e₀
    L_y e₀ = i x̂ = −ir e₊ + ir e₋
    L_y e₋ = r (−i ẑ) = −ir e₀.

The coefficients on the right are the columns of J_z, J_x and J_y. Multiplying L_k U = U J_k from the left by U† gives U† L_k U = U†U J_k = J_k.

Arbitrary axis and exponentials. Multiplying by n_k and summing gives U† (n·L) U = n·J. For any matrix A, inserting UU† = 1 between the factors gives U† Aᵖ U = (U† A U)ᵖ, and summing the exponential series term by term gives U† exp(A) U = exp(U† A U). The choice A = −iθ n·L yields the stated relation.

Uniqueness. Let W commute with J_z and J_x, and label its rows and columns by m. The entry (a, b) of J_z W − W J_z is (m_a − m_b) W_ab, and the three values of m are distinct, so W is diagonal. For diagonal W the entries (+, 0) and (0, −) of J_x W = W J_x read

    r W₀₀ = r W₊₊,    r W₋₋ = r W₀₀,

so W = c·1. Now let V be unitary with V† L_k V = J_k. Then L_k V = V J_k, and likewise U† L_k = J_k U†, so

    J_k (U†V) = U† L_k V = (U†V) J_k.

Thus U†V = c·1 and V = U U†V = cU. From 1 = V†V = c̄c U†U follows |c| = 1. In the other direction, if |c| = 1 then (cU)†(cU) = c̄c·1 = 1 and (cU)† L_k (cU) = c̄c J_k = J_k.

The conditions matter. If only k = z is required, each column of U may carry its own phase. Dropping the minus sign in e₊, for instance, leaves a unitary matrix that still turns L_z into J_z but reverses the sign of the entries of J_x and J_y that connect m = +1 with m = 0. With the opposite convention (L_k)_ab = +i ε_kab the same U produces −J_k.

## Formal development

### The objects

```lean
import Mathlib

open Matrix
open Complex (I)

namespace SpinOneCartesianSpherical

noncomputable section
```

All operators have the type `M3`. The index type `Fin 3` has two readings: 0, 1, 2 stand for x, y, z on Cartesian indices and for m = +1, 0, −1 on spherical ones. Lean does not separate them, and the rows of `U` are Cartesian while its columns are spherical.

```lean
/-- Complex 3×3 matrices. -/
abbrev M3 := Matrix (Fin 3) (Fin 3) ℂ
```

Addition in `Fin 3` is modulo 3, so `b = a + 1 ∧ c = a + 2` picks out the three cyclic orders and the second condition the three anticyclic ones.

```lean
/-- The Levi-Civita symbol: +1 on cyclic, -1 on anticyclic orders of (x, y, z), else 0. -/
def eps (a b c : Fin 3) : ℤ :=
  if b = a + 1 ∧ c = a + 2 then 1 else if b = a + 2 ∧ c = a + 1 then -1 else 0
```

The number `r` is the real number 1/√2 regarded as complex, and `L k` is the defining formula with the integer `eps k a b` cast to ℂ.

```lean
/-- The number 1/√2. -/
def r : ℂ := (((Real.sqrt 2)⁻¹ : ℝ) : ℂ)

/-- Cartesian angular momentum matrices, (L_k)_ab = -i ε_kab. -/
def L (k : Fin 3) : M3 := Matrix.of fun a b => -I * (eps k a b : ℂ)
```

The spin-1 matrices are entered as explicit arrays, rows separated by semicolons. They are definitions: the file does not derive them from ladder operators, so the ordering of m and the positive real entries of J_x are fixed by choice. The family `J` gathers them so that a statement can run over k.

```lean
/-- The standard spin-1 matrix Jx. -/
def Jx : M3 := !![0, r, 0; r, 0, r; 0, r, 0]

/-- The standard spin-1 matrix Jy. -/
def Jy : M3 := !![0, -(r * I), 0; r * I, 0, -(r * I); 0, r * I, 0]

/-- The standard spin-1 matrix Jz. -/
def Jz : M3 := !![1, 0, 0; 0, 0, 0; 0, 0, -1]

/-- The vector of spin-1 matrices (Jx, Jy, Jz). -/
def J : Fin 3 → M3 := ![Jx, Jy, Jz]
```

The matrix `U` is also entered by rows, so e₊ is read down the first column as `-r`, `-(r * I)`, `0`. The function `along` forms n·A and admits complex components n_k.

```lean
/-- The matrix with columns -(1, i, 0)/√2, (0, 0, 1) and (1, -i, 0)/√2. -/
def U : M3 := !![-r, 0, r; -(r * I), 0, -(r * I); 0, 1, 0]

/-- The component n·A = ∑ n_k A_k of a vector of matrices. -/
def along (n : Fin 3 → ℂ) (A : Fin 3 → M3) : M3 := ∑ k, n k • A k
```

### Checks on the conventions

The theorem `eps_antisymm` states that ε_xyz = 1 and that ε changes sign when the first two or the last two indices are exchanged. These properties determine the Levi-Civita symbol, so the statement confirms the definition by cyclic order. The tactic `decide` runs through all index triples.

```lean
/-- ε_xyz = 1 and ε changes sign under exchange of neighbouring indices. -/
theorem eps_antisymm :
    eps 0 1 2 = 1 ∧ (∀ a b c, eps b a c = -eps a b c) ∧
      (∀ a b c, eps a c b = -eps a b c) := by
  refine ⟨?_, ?_, ?_⟩ <;> decide
```

The relation r² = 1/2 is the only property of √2 that the later algebra needs, apart from r being real.

```lean
/-- (1/√2)² = 1/2. -/
theorem r_sq : r ^ 2 = 1 / 2 := by
  unfold r
  rw [pow_two, ← Complex.ofReal_mul, ← mul_inv, Real.mul_self_sqrt (by norm_num)]
  norm_num
```

In `L_explicit` the three matrices are written out; their columns are the table of L_k x̂, L_k ŷ, L_k ẑ above. The proof evaluates `eps` for each entry.

```lean
/-- The three Cartesian matrices written out. -/
theorem L_explicit :
    L 0 = !![0, 0, 0; 0, 0, -I; 0, I, 0] ∧
    L 1 = !![0, 0, I; 0, 0, 0; -I, 0, 0] ∧
    L 2 = !![0, -I, 0; I, 0, 0; 0, 0, 0] := by
  refine ⟨?_, ?_, ?_⟩ <;> ext a b <;> fin_cases a <;> fin_cases b <;>
    simp [L, eps]
```

The theorem `along_L_mulVec` is (n·L) v = i n × v for complex n and v, where `*ᵥ` is the matrix-vector product and `crossProduct` is bilinear, with no complex conjugation. The proof inserts the explicit matrices and compares three components, where the derivation by hand exchanged indices of ε. No later theorem uses it; it ties the sign of L to the right-handed cross product.

```lean
/-- n·L acts on a vector as i times the cross product with n. -/
theorem along_L_mulVec (n v : Fin 3 → ℂ) :
    along n L *ᵥ v = I • crossProduct n v := by
  obtain ⟨hx, hy, hz⟩ := L_explicit
  rw [along, Fin.sum_univ_three, hx, hy, hz]
  ext a
  simp only [Matrix.mulVec, dotProduct, Fin.sum_univ_three, Matrix.add_apply,
    Matrix.smul_apply, cross_apply, Pi.smul_apply, smul_eq_mul]
  fin_cases a <;> simp <;> ring
```

### Unitarity and the main theorem

The superscript `ᴴ` is the conjugate transpose. In `U_adjoint_mul` the step `hadj` writes out U†, whose rows are the conjugated basis vectors, using that r is real. The step `h` expands the nine inner products of columns and closes them by ring arithmetic with i² = −1 and r² = 1/2. The lemma `mul_eq_one_comm` then passes from U†U = 1 to UU† = 1.

```lean
/-- Uᴴ U = 1 and U Uᴴ = 1. -/
theorem U_adjoint_mul : Uᴴ * U = 1 ∧ U * Uᴴ = 1 := by
  have hc : (starRingEnd ℂ) r = r := Complex.conj_ofReal _
  have hc' : star r = r := hc
  have hr := r_sq
  have hI := Complex.I_sq
  -- the adjoint written out
  have hadj : Uᴴ = !![-r, r * I, 0; 0, 0, 1; r, r * I, 0] := by
    ext a b
    fin_cases a <;> fin_cases b <;>
      simp [U, Matrix.conjTranspose_apply, hc']
  -- the columns are orthonormal
  have h : Uᴴ * U = 1 := by
    rw [hadj]
    ext a b
    simp only [Matrix.mul_apply, Fin.sum_univ_three]
    fin_cases a <;> fin_cases b <;> simp [U] <;>
      first
        | ring1
        | (ring_nf; simp only [hI, hr]; ring1)
  exact ⟨h, _root_.mul_eq_one_comm.mp h⟩
```

The theorem `L_mul_U` holds the nine vector equations, split into 27 scalar ones. Most are immediate; those for the column e₀ with k = x and k = y need 2r² = 1, as in r (e₊ + e₋) = −i ŷ, and several need i² = −1.

```lean
/-- L_k U = U J_k for k = x, y, z. -/
theorem L_mul_U (k : Fin 3) : L k * U = U * J k := by
  obtain ⟨hx, hy, hz⟩ := L_explicit
  have hr := r_sq
  have hI := Complex.I_sq
  have e : L 0 * U = U * Jx ∧ L 1 * U = U * Jy ∧ L 2 * U = U * Jz := by
    rw [hx, hy, hz]
    refine ⟨?_, ?_, ?_⟩ <;> ext a b <;>
      simp only [Matrix.mul_apply, Fin.sum_univ_three] <;>
      fin_cases a <;> fin_cases b <;> simp [U, Jx, Jy, Jz] <;>
      first
        | ring1
        | (ring_nf; simp only [hI, hr] <;> ring1)
        | grind
  fin_cases k
  exacts [e.1, e.2.1, e.2.2]
```

The main theorem says that `U` belongs to `Matrix.unitaryGroup (Fin 3) ℂ` and that `Uᴴ * L k * U = J k` for every k. It has no hypotheses, since all the objects are fixed matrices. By the lemma `Matrix.mem_unitaryGroup_iff`, membership in the group is equivalent to UU† = 1. The second part is the chain U† (L_k U) = U† (U J_k) = (U†U) J_k = J_k, carried out by reassociating the product, applying `L_mul_U`, reassociating back, and using U†U = 1 together with 1·J_k = J_k.

```lean
/-- U is unitary and Uᴴ L_k U = J_k for k = x, y, z. -/
theorem cartesian_to_spherical :
    U ∈ Matrix.unitaryGroup (Fin 3) ℂ ∧ ∀ k, Uᴴ * L k * U = J k := by
  constructor
  · rw [Matrix.mem_unitaryGroup_iff, Matrix.star_eq_conjTranspose]
    exact U_adjoint_mul.2
  · intro k
    rw [Matrix.mul_assoc, L_mul_U, ← Matrix.mul_assoc, U_adjoint_mul.1, Matrix.one_mul]
```

### Arbitrary axis and exponentials

The theorem `conj_along` moves U† and U through the sum and past the scalars n_k, and applies the main theorem to each term. It holds for complex n, so combinations such as L_x ± i L_y are instances.

```lean
/-- Uᴴ (n·L) U = n·J for every vector n. -/
theorem conj_along (n : Fin 3 → ℂ) : Uᴴ * along n L * U = along n J := by
  simp only [along, Matrix.mul_sum, Matrix.sum_mul, Matrix.mul_smul, Matrix.smul_mul,
    cartesian_to_spherical.2]
```

In `conj_rotation`, `NormedSpace.exp` is the exponential defined by its power series, θ is real, and n is a real vector that is not assumed to have unit length. The Mathlib lemma `Matrix.exp_conj'` supplies exp(U⁻¹ A U) = U⁻¹ exp(A) U for invertible U, which is the series argument above. The step `hu` exhibits U as invertible with inverse U†, `hinv` identifies `U⁻¹` with `Uᴴ`, and `conj_along` rewrites the exponent.

```lean
/-- Uᴴ exp(-iθ n·L) U = exp(-iθ n·J) for every real angle θ and real vector n. -/
theorem conj_rotation (θ : ℝ) (n : Fin 3 → ℝ) :
    Uᴴ * NormedSpace.exp ((-(I * θ)) • along (fun k => (n k : ℂ)) L) * U =
      NormedSpace.exp ((-(I * θ)) • along (fun k => (n k : ℂ)) J) := by
  have h := U_adjoint_mul
  have hu : IsUnit U := ⟨⟨U, Uᴴ, h.2, h.1⟩, rfl⟩
  have hinv : U⁻¹ = Uᴴ := Matrix.inv_eq_right_inv h.2
  -- conjugation passes through the exponential series
  have key := Matrix.exp_conj' U ((-(I * θ)) • along (fun k => (n k : ℂ)) L) hu
  rw [hinv, Matrix.mul_smul, Matrix.smul_mul, conj_along] at key
  exact key.symm
```

The file deals with these matrices only, and three familiar readings of them are left unproved here: that L_k represents component k of the orbital angular momentum operator on the functions x, y, z times a radial factor, that exp(−iθ n·L) for a unit vector n is the real rotation matrix through θ about n, and that exp(−iθ n·J) is then the spin-1 Wigner matrix of that rotation. Commutation relations and other values of the spin are not treated either.

### Uniqueness up to a phase

The theorem `scalar_of_commute` is the conclusion of Schur's lemma for this one pair of matrices, obtained by direct calculation: any W with `Jx * W = W * Jx` and `Jz * W = W * Jz` is c times the identity for some complex c. The families `z` and `x` are the two hypotheses read entry by entry. Six entries of `z` give (m_a − m_b) W_ab = 0; for the corners, where m_a − m_b = ±2, the equation arrives as `W 0 2 = -W 0 2` and is halved. The entries `x01` and `x12` are the two J_x equations, still carrying the term `W 0 2`. In the steps `k11` and `h22` the tactic `linear_combination` multiplies the equation by 2r, uses `r_sq` to turn 2r² into 1, and removes that term with `k02`. Both hypotheses are needed, since J_z commutes with itself and J_x with itself, and neither is a multiple of the identity.

```lean
/-- A matrix that commutes with Jx and Jz is a multiple of the identity. -/
theorem scalar_of_commute (W : M3) (hx : Jx * W = W * Jx) (hz : Jz * W = W * Jz) :
    ∃ c : ℂ, W = c • (1 : M3) := by
  have z := fun a b : Fin 3 => congrFun (congrFun hz a) b
  have x := fun a b : Fin 3 => congrFun (congrFun hx a) b
  simp only [Matrix.mul_apply, Fin.sum_univ_three] at z x
  -- Jz removes the off-diagonal entries
  have k01 : W 0 1 = 0 := by simpa [Jz] using z 0 1
  have h02 : W 0 2 = -W 0 2 := by simpa [Jz] using z 0 2
  have h10 : 0 = W 1 0 := by simpa [Jz] using z 1 0
  have h12 : 0 = -W 1 2 := by simpa [Jz] using z 1 2
  have h20 : -W 2 0 = W 2 0 := by simpa [Jz] using z 2 0
  have h21 : -W 2 1 = 0 := by simpa [Jz] using z 2 1
  have k02 : W 0 2 = 0 := by linear_combination (1 / 2) * h02
  have k10 : W 1 0 = 0 := h10.symm
  have k12 : W 1 2 = 0 := by linear_combination h12
  have k20 : W 2 0 = 0 := by linear_combination (-1 / 2) * h20
  have k21 : W 2 1 = 0 := by linear_combination -h21
  -- Jx makes the diagonal entries equal
  have x01 : r * W 1 1 = W 0 0 * r + W 0 2 * r := by simpa [Jx] using x 0 1
  have x12 : r * W 0 2 + r * W 2 2 = W 1 1 * r := by simpa [Jx] using x 1 2
  have k11 : W 1 1 = W 0 0 := by
    linear_combination 2 * r * x01 - 2 * (W 1 1 - W 0 0 - W 0 2) * r_sq + k02
  have h22 : W 2 2 = W 1 1 := by
    linear_combination 2 * r * x12 - 2 * (W 0 2 + W 2 2 - W 1 1) * r_sq - k02
  have k22 : W 2 2 = W 0 0 := h22.trans k11
  refine ⟨W 0 0, ?_⟩
  ext a b
  fin_cases a <;> fin_cases b <;>
    simp [k01, k02, k10, k12, k20, k21, k11, k22]
```

The last theorem is an equivalence for an arbitrary `V : M3`: unitarity together with V† L_k V = J_k for all k holds if and only if `∃ c : ℂ, ‖c‖ = 1 ∧ V = c • U`, where `‖c‖` is the modulus. The standard matrices therefore fix the relative phases of the three columns and leave one overall phase free. Two preliminary steps serve both directions: `hn` says that c̄c = 1 is equivalent to |c| = 1, and `scal` that (cU)†(cU) = c̄c·1. In the forward direction `hLV` and `hUL` are L_k V = V J_k and U† L_k = J_k U†, and `hcomm` chains them into the commutation of U†V with J_k. Only the cases k = 0 and k = 2, that is x and z, are passed to `scalar_of_commute`. The step `hVc` gives V = cU, and the (0, 0) entry of c̄c·1 = 1 gives c̄c = 1. The reverse direction pulls c̄ and c out of the products and applies `cartesian_to_spherical`.

```lean
/-- A matrix V is unitary with Vᴴ L_k V = J_k for all k exactly when V = c U
with |c| = 1. -/
theorem unique_up_to_phase (V : M3) :
    (V ∈ Matrix.unitaryGroup (Fin 3) ℂ ∧ ∀ k, Vᴴ * L k * V = J k) ↔
      ∃ c : ℂ, ‖c‖ = 1 ∧ V = c • U := by
  have hU := U_adjoint_mul
  have hn : ∀ c : ℂ, star c * c = 1 ↔ ‖c‖ = 1 := by
    intro c
    have e : star c * c = ((‖c‖ ^ 2 : ℝ) : ℂ) := by
      rw [mul_comm, ← Complex.normSq_eq_norm_sq]
      exact Complex.mul_conj c
    rw [e]
    constructor
    · intro h
      have h' : ‖c‖ ^ 2 = 1 := by exact_mod_cast h
      exact (sq_eq_sq₀ (norm_nonneg c) zero_le_one).mp (by rw [h', one_pow])
    · intro h
      rw [h]
      norm_num
  have scal : ∀ c : ℂ, (c • U)ᴴ * (c • U) = (star c * c) • (1 : M3) := by
    intro c
    rw [Matrix.conjTranspose_smul, Matrix.smul_mul, Matrix.mul_smul, smul_smul, hU.1]
  constructor
  · rintro ⟨hV, hJ⟩
    rw [Matrix.mem_unitaryGroup_iff, Matrix.star_eq_conjTranspose] at hV
    have hLV : ∀ k, L k * V = V * J k := by
      intro k
      rw [← hJ k, ← Matrix.mul_assoc, ← Matrix.mul_assoc, hV, Matrix.one_mul]
    have hUL : ∀ k, Uᴴ * L k = J k * Uᴴ := by
      intro k
      rw [← cartesian_to_spherical.2 k, Matrix.mul_assoc (Uᴴ * L k), hU.2, Matrix.mul_one]
    -- Uᴴ V commutes with every J_k
    have hcomm : ∀ k, J k * (Uᴴ * V) = Uᴴ * V * J k := by
      intro k
      calc J k * (Uᴴ * V) = J k * Uᴴ * V := (Matrix.mul_assoc _ _ _).symm
        _ = Uᴴ * (L k * V) := by rw [← hUL k, Matrix.mul_assoc]
        _ = Uᴴ * V * J k := by rw [hLV k, Matrix.mul_assoc]
    obtain ⟨c, hc⟩ := scalar_of_commute (Uᴴ * V) (hcomm 0) (hcomm 2)
    have hVc : V = c • U := by
      calc V = U * (Uᴴ * V) := by rw [← Matrix.mul_assoc, hU.2, Matrix.one_mul]
        _ = c • U := by rw [hc, Matrix.mul_smul, Matrix.mul_one]
    -- unitarity of V fixes the modulus of c
    have h1 : Vᴴ * V = 1 := _root_.mul_eq_one_comm.mp hV
    rw [hVc, scal] at h1
    have h2 := congrFun (congrFun h1 0) 0
    simp only [Matrix.smul_apply, Matrix.one_apply_eq, smul_eq_mul, mul_one] at h2
    exact ⟨c, (hn c).mp h2, hVc⟩
  · rintro ⟨c, hc, rfl⟩
    have h1 := (hn c).mpr hc
    constructor
    · have h2 : (c • U)ᴴ * (c • U) = 1 := by rw [scal, h1, one_smul]
      rw [Matrix.mem_unitaryGroup_iff, Matrix.star_eq_conjTranspose]
      exact _root_.mul_eq_one_comm.mp h2
    · intro k
      rw [Matrix.conjTranspose_smul, Matrix.smul_mul, Matrix.smul_mul, Matrix.mul_smul,
        smul_smul, h1, one_smul, cartesian_to_spherical.2 k]

end

end SpinOneCartesianSpherical
```

```lean
#print axioms SpinOneCartesianSpherical.along_L_mulVec
#print axioms SpinOneCartesianSpherical.cartesian_to_spherical
#print axioms SpinOneCartesianSpherical.conj_rotation
#print axioms SpinOneCartesianSpherical.unique_up_to_phase
```

```
'SpinOneCartesianSpherical.along_L_mulVec' depends on axioms: [propext, Classical.choice, Quot.sound]
'SpinOneCartesianSpherical.cartesian_to_spherical' depends on axioms: [propext, Classical.choice, Quot.sound]
'SpinOneCartesianSpherical.conj_rotation' depends on axioms: [propext, Classical.choice, Quot.sound]
'SpinOneCartesianSpherical.unique_up_to_phase' depends on axioms: [propext, Classical.choice, Quot.sound]
```
